# Matrix elements of two finite-group representations are orthogonal exactly when no nonzero matrix intertwines them

The symmetry operations of an ammonia molecule permute its three hydrogen atoms. Take two sets of orthonormal orbitals, orthogonal to each other, such that every operation $g$ mixes the first set by a matrix $D_1(g)$ and the second by $D_2(g)$. The block $X$ of a symmetric Hamiltonian that couples the two sets then satisfies $D_1(g)X = XD_2(g)$ for all $g$. A matrix with this property is called an intertwiner. If zero is the only one, symmetry forbids the coupling, and an electronic-structure calculation in such a finite symmetry-adapted basis can skip the block. What does this condition say about the matrices $D_1(g)$ and $D_2(g)$ themselves?

## Averaging over the group

Let $G$ be a finite group with $|G|$ elements, and let $D_1$ and $D_2$ be complex matrix representations of sizes $m$ and $n$. The claim is that $X=0$ is the only intertwiner if and only if

$$\sum_g D_1(g)_{ij}\,D_2(g^{-1})_{kl}=0\quad\text{for all } i,j,k,l.$$

For any $m\times n$ matrix $Y$, define $S(Y)=\sum_g D_1(g)\,Y\,D_2(g^{-1})$. Multiply by $D_1(h)$ and relabel $g'=hg$, so that $g^{-1}=g'^{-1}h$:

$$D_1(h)S(Y)=\sum_g D_1(hg)\,Y\,D_2(g^{-1})=\sum_{g'}D_1(g')\,Y\,D_2(g'^{-1})\,D_2(h)=S(Y)D_2(h).$$

Thus $S(Y)$ is an intertwiner, and if only zero intertwines, $S(Y)=0$. Now choose for $Y$ the matrix unit $E^{jk}$, with entries $(E^{jk})_{ab}=\delta_{ja}\delta_{kb}$. Then

$$S(E^{jk})_{il}=\sum_g\sum_{a,b}D_1(g)_{ia}\,\delta_{ja}\delta_{kb}\,D_2(g^{-1})_{bl}=\sum_g D_1(g)_{ij}\,D_2(g^{-1})_{kl},$$

which therefore vanishes.

Conversely, let the sums vanish and let $X$ be an intertwiner. Then $D_1(g)XD_2(g^{-1})=XD_2(g)D_2(g^{-1})=X$, and summing over $g$ gives

$$|G|\,X_{il}=\sum_{j,k}X_{jk}\sum_g D_1(g)_{ij}\,D_2(g^{-1})_{kl}=0,$$

so $X=0$.

Write $\chi_1,\chi_2$ for the characters, the traces of $D_1,D_2$. Setting $j=i$, $l=k$ and summing over $i$ and $k$ gives $\sum_g\chi_1(g)\chi_2(g^{-1})=0$. If $D_2$ is unitary, $D_2(g^{-1})_{lk}=D_2(g)_{kl}^*$, and the relation becomes $\sum_g D_1(g)_{ij}D_2(g)_{kl}^*=0$.

The smallest nonzero sizes are $m=n=1$. A nonzero number $x$ with $D_1(g)x=xD_2(g)$ exists only if $D_1=D_2$, so two different one-dimensional representations are always orthogonal. For the identity and a reflection, the even and odd representations give $1\cdot1+1\cdot(-1)=0$.

## One representation compared with itself

Let $D$ have size $m$ and character $\chi$, and suppose that only multiples of the identity commute with all $D(g)$. Then $S(E^{jk})=c\,\mathbb 1$, where $S$ is now formed with $D$ on both sides. The trace fixes $c$:

$$mc=\sum_g\operatorname{tr}\!\big(D(g)E^{jk}D(g^{-1})\big)=|G|\operatorname{tr}E^{jk}=|G|\,\delta_{jk}.$$

The $il$ entry of $S(E^{jk})$ is $c\,\delta_{il}$, hence

$$m\sum_g D(g)_{ij}\,D(g^{-1})_{kl}=|G|\,\delta_{il}\delta_{jk}.$$

Setting $j=i$, $l=k$ and summing gives $m\sum_g\chi(g)\chi(g^{-1})=|G|\sum_{i,k}\delta_{ik}=m|G|$. For $m\geq1$ the character sum is $|G|$.

The great orthogonality theorem starts from irreducible representations. Schur's lemma then gives the first condition for two inequivalent ones and the second for each one. Here the conditions are assumed, and they are verified for one example at the end.

## Representations and intertwiners in Lean

The finite types `m` and `n` label rows and columns, and their numbers of elements are the dimensions.

```lean
import Mathlib

open Matrix Equiv

namespace OrthogonalityRelations

noncomputable section

variable {G m n : Type*} [Group G] [Fintype G] [Fintype m] [DecidableEq m]
  [Fintype n] [DecidableEq n]
```

A representation is a homomorphism `G →* Matrix m m ℂ`: it preserves products and the identity. Unitarity is not built in. Infinite groups, such as the full symmetry group of a linear molecule, and antiunitary operations such as time reversal are not covered.

The first condition says that symmetry forbids every coupling between the two sets.

```lean
/-- The only matrix `X` with `D₁(g) X = X D₂(g)` for all `g` is zero. -/
def NoIntertwiner {G : Type*} [Group G] (D₁ : G →* Matrix m m ℂ)
    (D₂ : G →* Matrix n n ℂ) : Prop :=
  ∀ X : Matrix m n ℂ, (∀ g, D₁ g * X = X * D₂ g) → X = 0
```

The second implies that the block of a symmetric Hamiltonian within one set is a multiple of the identity: the orbitals of the set share one energy expectation value and are not coupled to each other.

```lean
/-- Every matrix commuting with all `D(g)` is a multiple of the identity. -/
def OnlyScalarsCommute {G : Type*} [Group G] (D : G →* Matrix m m ℂ) : Prop :=
  ∀ X : Matrix m m ℂ, (∀ g, D g * X = X * D g) → ∃ c : ℂ, X = c • (1 : Matrix m m ℂ)
```

The sum $S(Y)$ carries no factor $1/|G|$.

```lean
/-- The group sum `∑ D₁(g) Y D₂(g⁻¹)` of a matrix `Y`. -/
def groupSum (D₁ : G →* Matrix m m ℂ) (D₂ : G →* Matrix n n ℂ)
    (Y : Matrix m n ℂ) : Matrix m n ℂ :=
  ∑ g, D₁ g * Y * D₂ g⁻¹
```

## The orthogonality relation and its converse

The relabelling $g\mapsto hg$ is `Equiv.mulLeft h`; the equation `e` is the cancellation $D_2((hg)^{-1})D_2(h)=D_2(g^{-1})$.

```lean
/-- The group sum of any matrix intertwines the two representations. -/
theorem groupSum_intertwines (D₁ : G →* Matrix m m ℂ) (D₂ : G →* Matrix n n ℂ)
    (Y : Matrix m n ℂ) (h : G) :
    D₁ h * groupSum D₁ D₂ Y = groupSum D₁ D₂ Y * D₂ h := by
  unfold groupSum
  rw [Matrix.mul_sum, Matrix.sum_mul]
  -- relabel the group elements by g ↦ h g
  refine Fintype.sum_equiv (Equiv.mulLeft h) _ _ fun g => ?_
  change D₁ h * (D₁ g * Y * D₂ g⁻¹) = D₁ (h * g) * Y * D₂ (h * g)⁻¹ * D₂ h
  have e : D₂ (h * g)⁻¹ * D₂ h = D₂ g⁻¹ := by
    rw [← map_mul, _root_.mul_inv_rev, inv_mul_cancel_right]
  rw [Matrix.mul_assoc (D₁ (h * g) * Y), e, map_mul]
  simp only [Matrix.mul_assoc]
```

`Matrix.single j k 1` is $E^{jk}$. The two matrix products are evaluated one after the other, each Kronecker delta removing one sum.

```lean
/-- The entries of the group sum of a matrix unit are sums of products of matrix elements. -/
theorem groupSum_single (D₁ : G →* Matrix m m ℂ) (D₂ : G →* Matrix n n ℂ)
    (i j : m) (k l : n) :
    groupSum D₁ D₂ (Matrix.single j k 1) i l = ∑ g, D₁ g i j * D₂ g⁻¹ k l := by
  unfold groupSum
  rw [Matrix.sum_apply]
  refine Finset.sum_congr rfl fun g _ => ?_
  have h : ∀ b, (D₁ g * Matrix.single j k (1 : ℂ)) i b = if k = b then D₁ g i j else 0 := by
    intro b
    simp only [Matrix.mul_apply, Matrix.single_apply, ite_and, mul_ite, mul_one, mul_zero,
      Finset.sum_ite_eq, Finset.mem_univ, if_true]
  rw [Matrix.mul_apply]
  simp only [h, ite_mul, zero_mul, Finset.sum_ite_eq, Finset.mem_univ, if_true]
```

In the equivalence, the forward half applies the hypothesis to $S(E^{jk})$. In the converse, `t` is $D_1(g)XD_2(g^{-1})=X$, and `e` is $|G|X_{il}=0$, reached by moving the group sum inside the sums over $j$ and $k$.

```lean
/-- Two representations have no nonzero intertwiner exactly when all their matrix elements
are orthogonal under summation over the group. -/
theorem noIntertwiner_iff_orthogonal (D₁ : G →* Matrix m m ℂ) (D₂ : G →* Matrix n n ℂ) :
    NoIntertwiner D₁ D₂ ↔ ∀ i j k l, ∑ g, D₁ g i j * D₂ g⁻¹ k l = 0 := by
  constructor
  · intro h i j k l
    rw [← groupSum_single, h _ (groupSum_intertwines D₁ D₂ _)]
    rfl
  · intro h X hX
    ext i l
    have t : ∀ g, D₁ g * X * D₂ g⁻¹ = X := fun g => by
      rw [hX g, Matrix.mul_assoc, ← map_mul, mul_inv_cancel, map_one, Matrix.mul_one]
    -- averaging reproduces X, while orthogonality makes the average vanish
    have e : (Fintype.card G : ℂ) * X i l = 0 := by
      calc (Fintype.card G : ℂ) * X i l = ∑ _g : G, X i l := by simp
        _ = ∑ g, (D₁ g * X * D₂ g⁻¹) i l :=
          Finset.sum_congr rfl fun g _ => by rw [t g]
        _ = 0 := by
          simp only [Matrix.mul_apply, Finset.sum_mul]
          rw [Finset.sum_comm]
          refine Finset.sum_eq_zero fun k _ => ?_
          rw [Finset.sum_comm]
          refine Finset.sum_eq_zero fun j _ => ?_
          calc _ = X j k * ∑ g, D₁ g i j * D₂ g⁻¹ k l := by
                rw [Finset.mul_sum]
                exact Finset.sum_congr rfl fun g _ => by ring
            _ = 0 := by rw [h, mul_zero]
    exact (mul_eq_zero.mp e).resolve_left (Nat.cast_ne_zero.mpr Fintype.card_ne_zero)
```

For unitary $D_2$ the previous theorem is used with $k$ and $l$ exchanged, because the conjugate transpose exchanges them back.

```lean
/-- If `D₁` and `D₂` have no nonzero intertwiner and `D₂` is unitary, the group sum of `D₁(g)_ij`
times the complex conjugate of `D₂(g)_kl` is zero. -/
theorem orthogonal_of_unitary (D₁ : G →* Matrix m m ℂ) (D₂ : G →* Matrix n n ℂ)
    (h : NoIntertwiner D₁ D₂) (hU : ∀ g, D₂ g ∈ Matrix.unitaryGroup n ℂ)
    (i j : m) (k l : n) : ∑ g, D₁ g i j * star (D₂ g k l) = 0 := by
  rw [← (noIntertwiner_iff_orthogonal D₁ D₂).mp h i j l k]
  refine Finset.sum_congr rfl fun g _ => ?_
  have e : D₂ g⁻¹ = star (D₂ g) :=
    left_inv_eq_right_inv (by rw [← map_mul, inv_mul_cancel, map_one])
      (Matrix.mem_unitaryGroup_iff.mp (hU g))
  rw [e, Matrix.star_apply]
```

## Characters and normalisation

The product of traces is expanded into diagonal matrix elements, and each resulting group sum vanishes.

```lean
/-- The group sum of a product of characters is a double sum over diagonal matrix elements. -/
theorem sum_characters (D₁ : G →* Matrix m m ℂ) (D₂ : G →* Matrix n n ℂ) :
    ∑ g, (D₁ g).trace * (D₂ g⁻¹).trace = ∑ i, ∑ k, ∑ g, D₁ g i i * D₂ g⁻¹ k k := by
  simp only [Matrix.trace, Matrix.diag_apply, Finset.sum_mul_sum]
  rw [Finset.sum_comm]
  exact Finset.sum_congr rfl fun i _ => Finset.sum_comm

/-- The characters of two representations without a nonzero intertwiner are orthogonal. -/
theorem characters_orthogonal (D₁ : G →* Matrix m m ℂ) (D₂ : G →* Matrix n n ℂ)
    (h : NoIntertwiner D₁ D₂) : ∑ g, (D₁ g).trace * (D₂ g⁻¹).trace = 0 := by
  rw [sum_characters]
  exact Finset.sum_eq_zero fun i _ => Finset.sum_eq_zero fun k _ =>
    (noIntertwiner_iff_orthogonal D₁ D₂).mp h i i k k
```

For a single representation, `ht` computes the trace of $S(E^{jk})$ by cyclicity. Comparing it with the trace of $c\,\mathbb 1$ gives $mc=|G|\delta_{jk}$, and the case distinctions run through the two deltas.

```lean
/-- If only scalars commute with `D`, the dimension times the group sum of
`D(g)_ij D(g⁻¹)_kl` is the group order for `i = l`, `j = k`, and zero otherwise. -/
theorem orthogonality_same (D : G →* Matrix m m ℂ) (hD : OnlyScalarsCommute D)
    (i j k l : m) : (Fintype.card m : ℂ) * ∑ g, D g i j * D g⁻¹ k l =
      if i = l ∧ j = k then (Fintype.card G : ℂ) else 0 := by
  obtain ⟨c, hc⟩ := hD _ (groupSum_intertwines D D (Matrix.single j k 1))
  -- the trace determines the scalar c
  have ht : (groupSum D D (Matrix.single j k 1)).trace =
      (Fintype.card G : ℂ) * (if k = j then 1 else 0) := by
    have t : ∀ g, (D g * Matrix.single j k (1 : ℂ) * D g⁻¹).trace =
        if k = j then 1 else 0 := fun g => by
      rw [Matrix.trace_mul_comm, ← Matrix.mul_assoc, ← map_mul, inv_mul_cancel, map_one,
        Matrix.one_mul]
      simp only [Matrix.trace, Matrix.diag_apply, Matrix.single_apply, ite_and,
        Finset.sum_ite_eq, Finset.mem_univ, if_true]
    unfold groupSum
    rw [Matrix.trace_sum, Finset.sum_congr rfl (fun g _ => t g), Finset.sum_const,
      Finset.card_univ, nsmul_eq_mul]
  rw [hc, Matrix.trace_smul, Matrix.trace_one, smul_eq_mul] at ht
  rw [← groupSum_single, hc, Matrix.smul_apply, Matrix.one_apply, smul_eq_mul]
  by_cases hil : i = l
  · by_cases hkj : k = j
    · rw [if_pos hil, if_pos ⟨hil, hkj.symm⟩]
      rw [if_pos hkj] at ht
      linear_combination ht
    · rw [if_pos hil, if_neg (fun h => hkj h.2.symm)]
      rw [if_neg hkj] at ht
      linear_combination ht
  · rw [if_neg hil, if_neg (fun h => hil h.1)]
    ring
```

The character sum needs `Nonempty m`, that is $m\geq1$, to cancel the dimension.

```lean
/-- If only scalars commute with `D`, of nonzero dimension, the group sum of
`χ(g) χ(g⁻¹)` is the order of the group. -/
theorem character_norm [Nonempty m] (D : G →* Matrix m m ℂ) (hD : OnlyScalarsCommute D) :
    ∑ g, (D g).trace * (D g⁻¹).trace = (Fintype.card G : ℂ) := by
  have hm : (Fintype.card m : ℂ) ≠ 0 := Nat.cast_ne_zero.mpr Fintype.card_ne_zero
  apply mul_left_cancel₀ hm
  have r : ∀ i, (Fintype.card m : ℂ) * ∑ k, ∑ g, D g i i * D g⁻¹ k k =
      (Fintype.card G : ℂ) := fun i => by
    rw [Finset.mul_sum, Finset.sum_congr rfl (fun k _ => orthogonality_same D hD i i k k)]
    simp
  rw [sum_characters, Finset.mul_sum, Finset.sum_congr rfl (fun i _ => r i)]
  simp
```

## The permutations of three objects

The hydrogen permutations in ammonia provide an example. Let $e_0,e_1,e_2$ be unit vectors that stand for the three atoms and are permuted in the same way. On the differences $e_0-e_2$ and $e_1-e_2$ the permutations act by integer matrices, for which `decide +kernel` checks the homomorphism laws over all permutations. This basis is not orthogonal, and not all of these matrices are unitary: the matrix $Q$ below is not.

```lean
/-- Integer matrices of the permutations of three objects in the basis `e₀ - e₂`, `e₁ - e₂`. -/
def standardInt : Perm (Fin 3) →* Matrix (Fin 2) (Fin 2) ℤ where
  toFun s := Matrix.of fun i j =>
    (if i.castSucc = s j.castSucc then 1 else 0) - (if i.castSucc = s 2 then 1 else 0)
  map_one' := by decide +kernel
  map_mul' := by decide +kernel
```

The sign representation is $+1$ for even and $-1$ for odd permutations.

```lean
/-- The sign of a permutation of three objects as a one-by-one integer matrix. -/
def signInt : Perm (Fin 3) →* Matrix (Fin 1) (Fin 1) ℤ where
  toFun s := Matrix.of fun _ _ => ((Perm.sign s : ℤˣ) : ℤ)
  map_one' := by decide +kernel
  map_mul' := by decide +kernel
```

Both are then read as complex matrices.

```lean
/-- The two-dimensional representation `standardInt` with complex entries. -/
def standardRep : Perm (Fin 3) →* Matrix (Fin 2) (Fin 2) ℂ :=
  (RingHom.mapMatrix (Int.castRingHom ℂ)).toMonoidHom.comp standardInt

/-- The sign representation `signInt` with complex entries. -/
def signRep : Perm (Fin 3) →* Matrix (Fin 1) (Fin 1) ℂ :=
  (RingHom.mapMatrix (Int.castRingHom ℂ)).toMonoidHom.comp signInt
```

Two transpositions suffice for both conditions. In the two-dimensional representation they are

$$P=\begin{pmatrix}0&1\\1&0\end{pmatrix},\qquad Q=\begin{pmatrix}1&0\\-1&-1\end{pmatrix},$$

and both have sign $-1$. An intertwiner with the sign representation is a column $X$ with $PX=-X$ and $QX=-X$. The first rows give $X_{10}=-X_{00}$ and $X_{00}=-X_{00}$, so $X=0$. For a $2\times2$ matrix $X$ commuting with both, $PX=XP$ gives $X_{10}=X_{01}$ and $X_{11}=X_{00}$, while the $01$ entry of $QX=XQ$ gives $X_{01}=-X_{01}$. Hence $X=X_{00}\mathbb 1$. The proof extracts these same entries.

```lean
/-- For the permutations of three objects, the two-dimensional and the sign representation
have no nonzero intertwiner, and only scalars commute with the two-dimensional one. -/
theorem orthogonality_witness :
    NoIntertwiner standardRep signRep ∧ OnlyScalarsCommute standardRep := by
  -- the matrices of two transpositions
  have p : standardRep (swap 0 1) = !![0, 1; 1, 0] := by
    have h : standardInt (swap 0 1) = !![0, 1; 1, 0] := by decide +kernel
    change (standardInt (swap 0 1)).map (Int.castRingHom ℂ) = _
    rw [h]
    ext i j
    fin_cases i <;> fin_cases j <;> simp
  have q : standardRep (swap 1 2) = !![1, 0; -1, -1] := by
    have h : standardInt (swap 1 2) = !![1, 0; -1, -1] := by decide +kernel
    change (standardInt (swap 1 2)).map (Int.castRingHom ℂ) = _
    rw [h]
    ext i j
    fin_cases i <;> fin_cases j <;> simp
  have sp : signRep (swap 0 1) = -1 := by
    have h : signInt (swap 0 1) = -1 := by decide +kernel
    change RingHom.mapMatrix (Int.castRingHom ℂ) (signInt (swap 0 1)) = _
    rw [h, map_neg, map_one]
  have sq : signRep (swap 1 2) = -1 := by
    have h : signInt (swap 1 2) = -1 := by decide +kernel
    change RingHom.mapMatrix (Int.castRingHom ℂ) (signInt (swap 1 2)) = _
    rw [h, map_neg, map_one]
  constructor
  · intro X hX
    have hp := hX (swap 0 1)
    have hq := hX (swap 1 2)
    rw [p, sp, Matrix.mul_neg, Matrix.mul_one] at hp
    rw [q, sq, Matrix.mul_neg, Matrix.mul_one] at hq
    have a : X 1 0 = -X 0 0 := by
      simpa [Matrix.mul_apply, Fin.sum_univ_two] using congrFun (congrFun hp 0) 0
    have b : X 0 0 = -X 0 0 := by
      simpa [Matrix.mul_apply, Fin.sum_univ_two] using congrFun (congrFun hq 0) 0
    have b0 : X 0 0 = 0 := by linear_combination b / 2
    ext i j
    obtain rfl : j = 0 := Subsingleton.elim _ _
    fin_cases i
    · exact b0
    · exact a.trans (by rw [b0, neg_zero]; rfl)
  · intro X hX
    have hp := hX (swap 0 1)
    have hq := hX (swap 1 2)
    rw [p] at hp
    rw [q] at hq
    have a : X 1 0 = X 0 1 := by
      simpa [Matrix.mul_apply, Fin.sum_univ_two] using congrFun (congrFun hp 0) 0
    have b : X 1 1 = X 0 0 := by
      simpa [Matrix.mul_apply, Fin.sum_univ_two] using congrFun (congrFun hp 0) 1
    have d : X 0 1 = -X 0 1 := by
      simpa [Matrix.mul_apply, Fin.sum_univ_two] using congrFun (congrFun hq 0) 1
    have d0 : X 0 1 = 0 := by linear_combination d / 2
    refine ⟨X 0 0, ?_⟩
    ext i j
    fin_cases i <;> fin_cases j <;> simp [a, b, d0]

end

end OrthogonalityRelations
```

```lean
#print axioms OrthogonalityRelations.noIntertwiner_iff_orthogonal
-- 'OrthogonalityRelations.noIntertwiner_iff_orthogonal' depends on axioms: [propext, Classical.choice, Quot.sound]
#print axioms OrthogonalityRelations.orthogonal_of_unitary
-- 'OrthogonalityRelations.orthogonal_of_unitary' depends on axioms: [propext, Classical.choice, Quot.sound]
#print axioms OrthogonalityRelations.characters_orthogonal
-- 'OrthogonalityRelations.characters_orthogonal' depends on axioms: [propext, Classical.choice, Quot.sound]
#print axioms OrthogonalityRelations.character_norm
-- 'OrthogonalityRelations.character_norm' depends on axioms: [propext, Classical.choice, Quot.sound]
```
